# Sampling a periodic function at a stride coprime to the number of grid points leaves its sum over the grid unchanged

Take a complex-valued function `f` of one real coordinate with period 1, such as a lattice-periodic quantity with position measured in units of the cell length, and a uniform grid of `m > 0` points `j / m` in one cell. The lemma `sum_coprime_stride` states that if `q` is coprime to `m`, the sum of `f` over the points `q j / m`, for `j` from 0 to `m - 1`, equals its sum over the grid points `j / m`. The sums are finite and not divided by `m`, and nothing but periodicity is asked of `f`. The proof folds each point `q j / m` back into the cell, shows that the remainders `q j mod m` run through 0 to `m - 1` once each, and re-indexes the sum by these remainders.

Lean 4 with Mathlib refuses this proof:

```lean
import Mathlib

open Finset

namespace SumCoprimeStride

noncomputable section

/-- A function of period 1 takes the same value at the grid point `n / m` and at its image
`(n mod m) / m` in the primitive cell, for `m > 0`. -/
theorem fold_to_cell {f : ℝ → ℂ} (hf : Function.Periodic f 1) {m : ℕ} (hm : 0 < m) (n : ℕ) :
    f ((n : ℝ) / m) = f (((n % m : ℕ) : ℝ) / m) := by
  have hm' : (m : ℝ) ≠ 0 := by positivity
  have e : ((n % m : ℕ) : ℝ) + (m : ℝ) * ((n / m : ℕ) : ℝ) = n := by
    exact_mod_cast Nat.mod_add_div n m
  have h : (n : ℝ) / m = ((n % m : ℕ) : ℝ) / m + ((n / m : ℕ) : ℝ) * 1 := by
    rw [div_eq_iff hm', add_mul, div_mul_cancel₀ _ hm']
    linear_combination -e
  rw [h]
  exact hf.nat_mul (n / m) _

/-- For `q` coprime to `m > 0`, sampling a function of period 1 at the points `q j / m` gives
the same sum as sampling it at the points `j / m`. -/
theorem sum_coprime_stride {f : ℝ → ℂ} (hf : Function.Periodic f 1) {m q : ℕ} (hm : 0 < m)
    (hq : Nat.Coprime m q) :
    ∑ j ∈ range m, f (((q * j : ℕ) : ℝ) / m) = ∑ j ∈ range m, f ((j : ℝ) / m) := by
  -- multiplication by `q` permutes the residues modulo `m`
  have hinj : Set.InjOn (fun j => q * j % m) (range m : Set ℕ) := by
    intro a ha b hb hab
    have hab' : q * a ≡ q * b [MOD m] := hab
    exact Nat.ModEq.eq_of_lt_of_lt (Nat.ModEq.cancel_left_of_coprime hq hab')
      (Finset.mem_range.mp (Finset.mem_coe.mp ha)) (Finset.mem_range.mp (Finset.mem_coe.mp hb))
  have himg : (range m).image (fun j => q * j % m) = range m := by
    apply Finset.eq_of_subset_of_card_le
    · intro x hx
      obtain ⟨j, _, rfl⟩ := Finset.mem_image.mp hx
      exact Finset.mem_range.mpr (Nat.mod_lt _ hm)
    · rw [Finset.card_image_of_injOn hinj]
  calc ∑ j ∈ range m, f (((q * j : ℕ) : ℝ) / m)
      = ∑ j ∈ range m, f (((q * j % m : ℕ) : ℝ) / m) :=
        Finset.sum_congr rfl (fun j _ => fold_to_cell hf hm (q * j))
    _ = ∑ i ∈ (range m).image (fun j => q * j % m), f ((i : ℝ) / m) :=
        (Finset.sum_image hinj).symm
    _ = ∑ j ∈ range m, f ((j : ℝ) / m) := by rw [himg]

end

end SumCoprimeStride
```

The error:

```
Main.lean:43:8: error: Type mismatch
  Eq.symm (sum_image hinj)
has type
  ∑ x ∈ range m, ?m.242 (q * x % m) = ∑ x ∈ image (fun j => q * j % m) (range m), ?m.242 x
but is expected to have type
  ∑ j ∈ range m, f (↑(q * j % m) / ↑m) = ∑ i ∈ image (fun j => q * j % m) (range m), f (↑i / ↑m)
```

The mended proof, as a diff:

```diff
@@ -25,5 +25,5 @@
     (hq : Nat.Coprime m q) :
     ∑ j ∈ range m, f (((q * j : ℕ) : ℝ) / m) = ∑ j ∈ range m, f ((j : ℝ) / m) := by
-  -- multiplication by `q` permutes the residues modulo `m`
+  -- as `q` is coprime to `m`, different `j < m` give different remainders `q j mod m`
   have hinj : Set.InjOn (fun j => q * j % m) (range m : Set ℕ) := by
     intro a ha b hb hab
@@ -41,5 +41,5 @@
         Finset.sum_congr rfl (fun j _ => fold_to_cell hf hm (q * j))
     _ = ∑ i ∈ (range m).image (fun j => q * j % m), f ((i : ℝ) / m) :=
-        (Finset.sum_image hinj).symm
+        (Finset.sum_image (f := fun i : ℕ => f ((i : ℝ) / m)) hinj).symm
     _ = ∑ j ∈ range m, f ((j : ℝ) / m) := by rw [himg]
 
```

Cause. The error is in the re-indexing step. `Finset.sum_image` turns a sum over the image of a map into a sum over the original set, for any summand. `hinj` fixes the map, `j ↦ q * j % m`, but not the summand, which the message shows still unknown, as `?m.242`.

Lean has to find the summand by matching the expected equation. On the left this means solving `?m.242 (q * x % m) = f (↑(q * x % m) / ↑m)`. The unknown function is applied there to a compound expression, not to a plain variable, and such a problem has no unique solution in general. Nor can Lean simply take `f` for the unknown, since `f` expects a real number and `q * x % m` is a natural number. The match fails, though the intended equation is true.

The repair names the summand, `fun i : ℕ => f ((i : ℝ) / m)`, through the argument `f :=` of `Finset.sum_image`. Both sides then agree with the expected ones once the function is applied. The changed comment is mere tidying.
